# The first-order change of a one-electron Hamiltonian under an orbital transformation is its commutator with the generator

In a finite basis, a one-electron Hamiltonian is a real square matrix h, and a real matrix K generates the orbital transformation that turns it into exp(−sK) h exp(sK). The theorem `hasDerivAt_rotated` states that this matrix function of the real parameter s has derivative hK − Kh at s = 0. Neither h nor K is assumed to have any symmetry; in particular K need not be antisymmetric, so the transformation need not be orthogonal. The proof finds the derivatives of the two exponentials at zero, K and −K, from Mathlib's `hasDerivAt_exp_smul_const`, and then combines them by the product rule.

The first attempt, which Lean rejects:

```lean
import Mathlib

open Matrix
open scoped Matrix.Norms.Operator

namespace HasDerivAtRotated

noncomputable section

variable {n : Type*} [Fintype n] [DecidableEq n]

/-- The one-electron Hamiltonian `h` after the orbital transformation generated by `K`,
`exp(-sK) h exp(sK)`. -/
def rotated (h K : Matrix n n ℝ) (s : ℝ) : Matrix n n ℝ :=
  NormedSpace.exp (-(s • K)) * h * NormedSpace.exp (s • K)

/-- The derivative of the transformed Hamiltonian at `s = 0` is the commutator `hK - Kh`. -/
theorem hasDerivAt_rotated (h K : Matrix n n ℝ) :
    HasDerivAt (rotated h K) (h * K - K * h) 0 := by
  have hp : HasDerivAt (fun s : ℝ => NormedSpace.exp (s • K)) K 0 := by
    simpa only [zero_smul, NormedSpace.exp_zero, one_mul] using
      hasDerivAt_exp_smul_const K (0 : ℝ)
  have hm : HasDerivAt (fun s : ℝ => NormedSpace.exp (-(s • K))) (-K) 0 := by
    simpa only [smul_neg, zero_smul, neg_zero, NormedSpace.exp_zero, one_mul] using
      hasDerivAt_exp_smul_const (-K) (0 : ℝ)
  -- product rule, with both exponentials equal to one at `s = 0`
  refine ((hm.mul_const h).fun_mul hp).congr_deriv ?_
  simp only [zero_smul, neg_zero, NormedSpace.exp_zero, mul_one, one_mul]
  noncomm_ring

end

end HasDerivAtRotated
```

The compiler's answer:

```
Main.lean:21:4: error: Type mismatch: After simplification, term
  hasDerivAt_exp_smul_const K 0
 has type
  @HasDerivAt ℝ DenselyNormedField.toNontriviallyNormedField (Matrix n n ℝ) Matrix.linftyOpNormedRing.toAddCommGroup
    (NormedAlgebra.toNormedSpace (Matrix n n ℝ)).toModule PseudoMetricSpace.toUniformSpace.toTopologicalSpace ⋯
    (fun u => NormedSpace.exp (u • K)) K 0
but is expected to have type
  @HasDerivAt ℝ DenselyNormedField.toNontriviallyNormedField (Matrix n n ℝ) addCommGroup module
    instTopologicalSpaceMatrix ⋯ (fun s => NormedSpace.exp (s • K)) K 0
Main.lean:24:4: error: Type mismatch: After simplification, term
  hasDerivAt_exp_smul_const (-K) 0
 has type
  @HasDerivAt ℝ DenselyNormedField.toNontriviallyNormedField (Matrix n n ℝ) Matrix.linftyOpNormedRing.toAddCommGroup
    (NormedAlgebra.toNormedSpace (Matrix n n ℝ)).toModule PseudoMetricSpace.toUniformSpace.toTopologicalSpace ⋯
    (fun u => NormedSpace.exp (-(u • K))) (-K) 0
but is expected to have type
  @HasDerivAt ℝ DenselyNormedField.toNontriviallyNormedField (Matrix n n ℝ) addCommGroup module
    instTopologicalSpaceMatrix ⋯ (fun s => NormedSpace.exp (-(s • K))) (-K) 0
```

Both messages report the same mismatch, once for K and once for −K. After simplification the function, the derivative and the point agree with what is wanted; the difference lies in the implicit structures on the matrix space. In the library lemma the additive group, module and topology are reached through the normed ring of the operator norm, as `Matrix.linftyOpNormedRing` shows. In the stated goal they are the matrix type's own, among them `instTopologicalSpaceMatrix`.

These structures are equal by definition, but seeing it requires unfolding the instances, and the check with which `simpa` closes the goal does not unfold them far enough. The repair stores the lemma as `h1`, simplifies it there with the same rewrite rules, and hands it over with `exact h1`. `exact` may unfold more definitions when comparing types, so it accepts the term. The same change is made in `hp` and in `hm`, and the mathematics of the proof stays as it was.

As a diff, the version that Lean accepts:

```diff
@@ -19,9 +19,11 @@
     HasDerivAt (rotated h K) (h * K - K * h) 0 := by
   have hp : HasDerivAt (fun s : ℝ => NormedSpace.exp (s • K)) K 0 := by
-    simpa only [zero_smul, NormedSpace.exp_zero, one_mul] using
-      hasDerivAt_exp_smul_const K (0 : ℝ)
+    have h1 := hasDerivAt_exp_smul_const K (0 : ℝ)
+    simp only [zero_smul, NormedSpace.exp_zero, one_mul] at h1
+    exact h1
   have hm : HasDerivAt (fun s : ℝ => NormedSpace.exp (-(s • K))) (-K) 0 := by
-    simpa only [smul_neg, zero_smul, neg_zero, NormedSpace.exp_zero, one_mul] using
-      hasDerivAt_exp_smul_const (-K) (0 : ℝ)
+    have h1 := hasDerivAt_exp_smul_const (-K) (0 : ℝ)
+    simp only [smul_neg, zero_smul, neg_zero, NormedSpace.exp_zero, one_mul] at h1
+    exact h1
   -- product rule, with both exponentials equal to one at `s = 0`
   refine ((hm.mul_const h).fun_mul hp).congr_deriv ?_
```
